# The Ostrowski-Taussky inequality: $|\det(A+iB)| \ge \det A$ for positive definite $A$ and Hermitian $B$

## Matrices, adjoints and the Cartesian split

All matrices are square and complex, with rows and columns labelled by one finite index set of $N$ elements. The adjoint $M^\dagger$ is the conjugate transpose, and $M$ is Hermitian when $M^\dagger = M$. A matrix $A$ is positive definite when it is Hermitian and $z^\dagger A z > 0$ for every nonzero column vector $z \in \mathbb{C}^N$; its eigenvalues $a_j$ are then real and positive. The symbol $1$ also denotes the identity matrix, and $\mathrm{diag}(d_j)$ is the diagonal matrix with entries $d_j$.

Any matrix $M$ splits as $M = A + iB$ with

$$A = \tfrac12\,(M + M^\dagger), \qquad B = \tfrac{i}{2}\,(M^\dagger - M),$$

both Hermitian. We call $A$ the Hermitian part of $M$. For every $z$ the numbers $z^\dagger A z$ and $z^\dagger B z$ are real, and they are the real and imaginary parts of $z^\dagger M z$.

## Damping and oscillation in a complex Gaussian

A quadratic action $z^\dagger M z$ in $N$ complex variables has the weight

$$e^{-z^\dagger M z} = e^{-z^\dagger A z}\, e^{-i z^\dagger B z}.$$

The first factor is the modulus and the second is a pure phase. Positive definiteness of $A$ says that the weight decays in every direction of $\mathbb{C}^N$, which is the condition for absolute convergence of its integral over $\mathbb{C}^N$. With the measure $\prod_j d(\mathrm{Re}\,z_j)\, d(\mathrm{Im}\,z_j)$ the familiar value of the integral is

$$G(M) = \frac{\pi^N}{\det M}.$$

Phase cancellation suggests $|G(A+iB)| \le |G(A)|$, which is a statement about determinants alone. For a non-interacting complex bosonic field on a finite lattice, with action $z^\dagger (A+iB) z$ and $A$ positive definite, the ratio $G(A+iB)/G(A)$ is the average phase factor met when one samples with $e^{-z^\dagger A z}$ and reweights, and the inequality puts its modulus strictly below one as soon as $B \ne 0$. The theorems take $G(M)$ as a definition and never evaluate an integral, so this reading rests on the Gaussian formula as an unproved input.

## Four statements about determinants

In Lean the index set is the type `n`, so $N$ is `Fintype.card n`; where the docstrings write `π ^ n` or speak of `n` complex variables, they mean this number. The adjoint is `Mᴴ`, the product $iB$ is `I • B`, and `‖·‖` on a complex number is its modulus. The hypotheses are `A.PosDef`, which contains Hermiticity, and `B.IsHermitian`. Opening `ComplexOrder` gives $z^\dagger A z > 0$ its meaning for a complex number: real and positive.

The main theorem `ostrowski_taussky` says that for positive definite $A$ and Hermitian $B$ the determinant of $A$ is real and positive, that

$$\det A \le |\det(A+iB)|,$$

and that equality holds exactly when $B = 0$. Since `A.det` is a complex number, the theorem first states `A.det.im = 0` and `0 < A.det.re`, and then compares `A.det.re` with the modulus.

The theorem `det_hermPart_le` starts from a single matrix $M$ whose Hermitian part `hermPart M` is positive definite. It bounds $|\det M|$ from below by the real part of the determinant of the Hermitian part, with equality exactly when $M$ is Hermitian.

The theorem `gaussianClosedForm_suppressed` has the hypotheses of the main theorem and concerns $G$, which is `gaussianClosedForm`. It gives $\det(A+iB) \ne 0$ and $|G(A+iB)| \le |G(A)|$, with equality exactly when $B = 0$. Division by zero returns zero in Lean, so the first clause is what makes $G(A+iB)$ a true quotient.

The theorem `indefinite_counterexample` treats the Pauli matrices

$$A = \sigma_z = \begin{pmatrix} 1 & 0 \\ 0 & -1 \end{pmatrix}, \qquad B = \sigma_x = \begin{pmatrix} 0 & 1 \\ 1 & 0 \end{pmatrix}.$$

Both are Hermitian, $\det(A+iB) = 0$ and $|\det A| = 1$.

All four statements are finite-dimensional. Functional determinants of operators, the phase of $\det(A+iB)$, and semidefinite $A$ are not covered.

## The case $A = 1$

Let $C$ be Hermitian, with real eigenvalues $\lambda_j$ and $C = U\,\mathrm{diag}(\lambda_j)\,U^\dagger$, where $UU^\dagger = 1$. Writing the identity as $U\,1\,U^\dagger$ gives

$$1 + iC = U\,\mathrm{diag}(1 + i\lambda_j)\,U^\dagger.$$

From $\det U \det U^\dagger = \det(UU^\dagger) = 1$ it follows that

$$\det(1+iC) = \prod_j (1 + i\lambda_j), \qquad |\det(1+iC)|^2 = \prod_j (1 + \lambda_j^2).$$

The product is at least $1 + \sum_j \lambda_j^2$. Take factors in one at a time. For no factors both sides equal $1$. If a partial product $P$ and partial sum $S \ge 0$ obey $P \ge 1 + S$, and $\lambda$ is the next eigenvalue, then

$$(1+\lambda^2)\,P \ge (1+\lambda^2)(1+S) = 1 + \lambda^2 + S + \lambda^2 S \ge 1 + \lambda^2 + S.$$

Hence $|\det(1+iC)|^2 \ge 1 + \sum_j \lambda_j^2 \ge 1$. If the modulus equals $1$, then $\sum_j \lambda_j^2 \le 0$, every $\lambda_j$ vanishes, and $C = U\,0\,U^\dagger = 0$. Conversely $C = 0$ gives $\det 1 = 1$.

## Whitening a general positive definite $A$

Diagonalise $A = U\,\mathrm{diag}(a_j)\,U^\dagger$, now with $U$ the eigenvector matrix of $A$, and set $L = \mathrm{diag}(\sqrt{a_j})\,U^\dagger$. Then

$$L^\dagger L = U\,\mathrm{diag}(\sqrt{a_j})\,\mathrm{diag}(\sqrt{a_j})\,U^\dagger = A,$$

and $\det L = \prod_j \sqrt{a_j}\,\det U^\dagger \ne 0$. Define $C = (L^{-1})^\dagger B L^{-1}$. It is Hermitian because $B$ is, and $L^\dagger C L = (L^{-1}L)^\dagger B\,(L^{-1}L) = B$. In the variables $w = Lz$ the action reads $w^\dagger (1 + iC)\, w$, with the same damping in every direction. As matrices,

$$A + iB = L^\dagger (1 + iC)\, L.$$

Since $\det L^\dagger = \overline{\det L}$,

$$\det A = |\det L|^2 > 0, \qquad |\det(A+iB)| = |\det L|^2\, |\det(1+iC)|.$$

The factor $|\det(1+iC)|$ is at least $1$, which is the inequality. Equality forces that factor to be $1$, so $C = 0$ and $B = L^\dagger C L = 0$. For $B = 0$ the left side is $|\det A| = \det A$.

The other statements follow quickly. For a single $M$, the split above gives the bound, and $B = 0$ means $M^\dagger = M$. For the Gaussian expression, $|\det(A+iB)| \ge \det A > 0$ excludes a zero determinant, and dividing $\pi^N$ by the larger denominator gives the smaller quotient. For the Pauli pair,

$$\det(\sigma_z + i\sigma_x) = \det \begin{pmatrix} 1 & i \\ i & -1 \end{pmatrix} = -1 - i^2 = 0.$$

Here $\sigma_z$ has the eigenvalue $-1$ and no factorisation $L^\dagger L$ exists. The literal inequality $\det A = -1 \le 0$ survives, but the bound by $|\det A|$ and the invertibility of $A + iB$ both fail.

## One variable and none

For $N = 1$, $A = a > 0$ and $B = b$ are real numbers. Then $L = \sqrt a$, $C = b/a$, and

$$|a + ib| = a\sqrt{1 + b^2/a^2} = \sqrt{a^2 + b^2} \ge a,$$

so $|G| = \pi/\sqrt{a^2+b^2} \le \pi/a$. The inequality is the statement that the modulus of a complex number is at least its real part. The theorems also admit $N = 0$: the empty matrix is the only one, it is positive definite because no nonzero vector exists, its determinant is $1$, and $B = 0$ and equality hold together.

## The Lean file

```lean
import Mathlib

open Matrix Complex
open scoped ComplexOrder

namespace OstrowskiTaussky

noncomputable section

variable {n : Type*} [Fintype n] [DecidableEq n]

/-- The Hermitian part `(M + M†) / 2` of a complex matrix. -/
def hermPart (M : Matrix n n ℂ) : Matrix n n ℂ := (1 / 2 : ℂ) • (M + Mᴴ)

/-- The closed-form expression `π ^ n / det M` associated with a complex Gaussian of kernel
`M` in `n` complex variables. -/
def gaussianClosedForm (M : Matrix n n ℂ) : ℂ := (Real.pi : ℂ) ^ Fintype.card n / M.det

/-- A Hermitian matrix is `U diag(λ) U†` with `U` unitary and `λ` its real eigenvalues. -/
theorem spectral_form {C : Matrix n n ℂ} (hC : C.IsHermitian) :
    ∃ U : Matrix n n ℂ, U * Uᴴ = 1 ∧
      C = U * diagonal (fun i => (hC.eigenvalues i : ℂ)) * Uᴴ := by
  refine ⟨hC.eigenvectorUnitary, ?_, ?_⟩
  · exact Matrix.mem_unitaryGroup_iff.mp hC.eigenvectorUnitary.2
  · exact hC.spectral_theorem

/-- For Hermitian `C` with eigenvalues `λ_j`, `det (1 + iC) = ∏ (1 + i λ_j)`. -/
theorem det_one_add_I_smul {C : Matrix n n ℂ} (hC : C.IsHermitian) :
    (1 + I • C).det = ∏ j, (1 + I * (hC.eigenvalues j : ℂ)) := by
  obtain ⟨U, hU, hd⟩ := spectral_form hC
  generalize hC.eigenvalues = d at hd ⊢
  have hD : diagonal (fun i => 1 + I * (d i : ℂ)) = 1 + I • diagonal (fun i => (d i : ℂ)) := by
    ext i j
    by_cases h : i = j <;> simp [h]
  -- `1 + iC` is diagonal in the eigenbasis of `C`
  have hconj : 1 + I • (U * diagonal (fun i => (d i : ℂ)) * Uᴴ)
      = U * (1 + I • diagonal (fun i => (d i : ℂ))) * Uᴴ := by
    rw [mul_add, add_mul, mul_one, hU, Matrix.mul_smul, Matrix.smul_mul]
  have hdet : U.det * Uᴴ.det = 1 := by rw [← det_mul, hU, det_one]
  rw [hd, hconj, ← hD, det_mul, det_mul, det_diagonal, mul_right_comm, hdet, one_mul]

/-- For Hermitian `C` with eigenvalues `λ_j`, `|det (1 + iC)|² = ∏ (1 + λ_j²)`. -/
theorem norm_sq_det_one_add_I_smul {C : Matrix n n ℂ} (hC : C.IsHermitian) :
    ‖(1 + I • C).det‖ ^ 2 = ∏ j, (1 + hC.eigenvalues j ^ 2) := by
  rw [det_one_add_I_smul hC, norm_prod, ← Finset.prod_pow]
  refine Finset.prod_congr rfl fun j _ => ?_
  rw [Complex.sq_norm, Complex.normSq_apply]
  simp [pow_two]

/-- For Hermitian `C`, `|det (1 + iC)| ≥ 1`, with equality exactly when `C = 0`. -/
theorem one_le_norm_det {C : Matrix n n ℂ} (hC : C.IsHermitian) :
    1 ≤ ‖(1 + I • C).det‖ ∧ (‖(1 + I • C).det‖ = 1 ↔ C = 0) := by
  -- the product `∏ (1 + λ²)` dominates `1 + ∑ λ²`
  have hprod : ∀ s : Finset n,
      1 + ∑ j ∈ s, hC.eigenvalues j ^ 2 ≤ ∏ j ∈ s, (1 + hC.eigenvalues j ^ 2) := by
    intro s
    induction s using Finset.induction_on with
    | empty => simp
    | insert a s ha ih =>
      rw [Finset.sum_insert ha, Finset.prod_insert ha]
      have hS : 0 ≤ ∑ j ∈ s, hC.eigenvalues j ^ 2 := Finset.sum_nonneg fun _ _ => sq_nonneg _
      have ha1 : 0 ≤ 1 + hC.eigenvalues a ^ 2 := by positivity
      nlinarith [mul_le_mul_of_nonneg_left ih ha1,
        mul_nonneg (sq_nonneg (hC.eigenvalues a)) hS]
  have hb := hprod Finset.univ
  rw [← norm_sq_det_one_add_I_smul hC] at hb
  have hS : 0 ≤ ∑ j, hC.eigenvalues j ^ 2 := Finset.sum_nonneg fun _ _ => sq_nonneg _
  refine ⟨?_, fun h => ?_, fun h => by simp [h]⟩
  · by_contra hlt
    have hlt' := not_le.mp hlt
    nlinarith [norm_nonneg (1 + I • C).det]
  · -- equality forces every eigenvalue to vanish
    rw [h] at hb
    have hz : ∀ i, hC.eigenvalues i = 0 := fun i => by
      have hi := Finset.single_le_sum (f := fun j => hC.eigenvalues j ^ 2)
        (fun _ _ => sq_nonneg _) (Finset.mem_univ i)
      have h0 : hC.eigenvalues i ^ 2 = 0 := le_antisymm (by linarith) (sq_nonneg _)
      exact pow_eq_zero_iff two_ne_zero |>.mp h0
    obtain ⟨U, -, hd⟩ := spectral_form hC
    simp only [hz] at hd
    simpa using hd

/-- Whitening: for positive definite `A` and Hermitian `B` there are an invertible `L` and a
Hermitian `C` with `A = L† L` and `B = L† C L`. -/
theorem whitening {A B : Matrix n n ℂ} (hA : A.PosDef) (hB : B.IsHermitian) :
    ∃ L C : Matrix n n ℂ, L.det ≠ 0 ∧ C.IsHermitian ∧ A = Lᴴ * L ∧ B = Lᴴ * C * L := by
  obtain ⟨L, hL, hAL⟩ : ∃ L : Matrix n n ℂ, L.det ≠ 0 ∧ A = Lᴴ * L := by
    obtain ⟨U, hU, hd⟩ := spectral_form hA.1
    have hpos : ∀ i, 0 < hA.1.eigenvalues i := fun i => hA.eigenvalues_pos i
    generalize hA.1.eigenvalues = d at hd hpos
    have hDD : (diagonal fun i => ((√(d i) : ℝ) : ℂ))ᴴ * (diagonal fun i => ((√(d i) : ℝ) : ℂ))
        = diagonal fun i => (d i : ℂ) := by
      rw [diagonal_conjTranspose, diagonal_mul_diagonal]
      congr 1
      funext i
      show star ((√(d i) : ℝ) : ℂ) * ((√(d i) : ℝ) : ℂ) = (d i : ℂ)
      rw [Complex.star_def, Complex.conj_ofReal, ← Complex.ofReal_mul,
        Real.mul_self_sqrt (hpos i).le]
    have hdet : U.det * Uᴴ.det = 1 := by rw [← det_mul, hU, det_one]
    -- take `L = diag(√a) U†`
    refine ⟨(diagonal fun i => ((√(d i) : ℝ) : ℂ)) * Uᴴ, ?_, ?_⟩
    · rw [det_mul, det_diagonal]
      exact mul_ne_zero
        (Finset.prod_ne_zero_iff.mpr fun i _ =>
          Complex.ofReal_ne_zero.mpr (Real.sqrt_pos.mpr (hpos i)).ne')
        (right_ne_zero_of_mul_eq_one hdet)
    · rw [conjTranspose_mul, conjTranspose_conjTranspose, hd, ← hDD]
      simp only [Matrix.mul_assoc]
  have h1 : L⁻¹ * L = 1 := nonsing_inv_mul L (isUnit_iff_ne_zero.mpr hL)
  refine ⟨L, L⁻¹ᴴ * B * L⁻¹, hL, isHermitian_conjTranspose_mul_mul _ hB, hAL, ?_⟩
  calc B = (L⁻¹ * L)ᴴ * B * (L⁻¹ * L) := by rw [h1, conjTranspose_one, one_mul, mul_one]
    _ = Lᴴ * (L⁻¹ᴴ * B * L⁻¹) * L := by
      rw [conjTranspose_mul]
      simp only [Matrix.mul_assoc]

/-- Ostrowski-Taussky inequality: for positive definite `A` and Hermitian `B`, `det A` is real
and positive and `|det (A + iB)| ≥ det A`, with equality exactly when `B = 0`. -/
theorem ostrowski_taussky {A B : Matrix n n ℂ} (hA : A.PosDef) (hB : B.IsHermitian) :
    A.det.im = 0 ∧ 0 < A.det.re ∧ A.det.re ≤ ‖(A + I • B).det‖ ∧
      (‖(A + I • B).det‖ = A.det.re ↔ B = 0) := by
  obtain ⟨L, C, hL, hC, rfl, rfl⟩ := whitening hA hB
  obtain ⟨hle, heq⟩ := one_le_norm_det hC
  -- `A + iB = L† (1 + iC) L`
  have hsum : Lᴴ * L + I • (Lᴴ * C * L) = Lᴴ * (1 + I • C) * L := by
    rw [mul_add, add_mul, mul_one, Matrix.mul_smul, Matrix.smul_mul]
  have hdetA : (Lᴴ * L).det = ((‖L.det‖ ^ 2 : ℝ) : ℂ) := by
    rw [det_mul, det_conjTranspose, mul_comm, Complex.star_def, Complex.mul_conj,
      Complex.normSq_eq_norm_sq]
  have hnorm : ‖(Lᴴ * L + I • (Lᴴ * C * L)).det‖ = ‖L.det‖ ^ 2 * ‖(1 + I • C).det‖ := by
    rw [hsum, det_mul, det_mul, det_conjTranspose, norm_mul, norm_mul, norm_star]
    ring
  have hp : 0 < ‖L.det‖ ^ 2 := pow_pos (norm_pos_iff.mpr hL) 2
  rw [hnorm, hdetA, Complex.ofReal_re, Complex.ofReal_im]
  refine ⟨rfl, hp, by nlinarith, fun h => ?_, fun h => ?_⟩
  · have h1 : ‖(1 + I • C).det‖ = 1 := mul_left_cancel₀ hp.ne' (h.trans (mul_one _).symm)
    rw [heq.mp h1]
    simp
  · rw [h, smul_zero, add_zero, hdetA] at hnorm
    rw [← hnorm, Complex.norm_real, Real.norm_of_nonneg hp.le]

/-- If the Hermitian part of `M` is positive definite, then `|det M|` is at least the
determinant of the Hermitian part, with equality exactly when `M` is Hermitian. -/
theorem det_hermPart_le {M : Matrix n n ℂ} (hM : (hermPart M).PosDef) :
    (hermPart M).det.re ≤ ‖M.det‖ ∧ (‖M.det‖ = (hermPart M).det.re ↔ M.IsHermitian) := by
  have hc : star (I / 2) = -(I / 2) := by simp [neg_div]
  have hB : ((I / 2) • (Mᴴ - M)).IsHermitian := by
    rw [Matrix.IsHermitian, conjTranspose_smul, conjTranspose_sub,
      conjTranspose_conjTranspose, hc]
    module
  -- Cartesian decomposition `M = A + iB`
  have hdec : hermPart M + I • ((I / 2) • (Mᴴ - M)) = M := by
    ext i j
    simp only [hermPart, Matrix.add_apply, Matrix.smul_apply, Matrix.sub_apply, smul_eq_mul]
    linear_combination (1 / 2) * (Mᴴ i j - M i j) * Complex.I_mul_I
  obtain ⟨-, -, hle, heq⟩ := ostrowski_taussky hM hB
  rw [hdec] at hle heq
  refine ⟨hle, heq.trans ⟨fun h => ?_, fun h => ?_⟩⟩
  · rcases smul_eq_zero.mp h with h | h
    · exact absurd h (div_ne_zero Complex.I_ne_zero two_ne_zero)
    · exact sub_eq_zero.mp h
  · rw [h.eq, sub_self, smul_zero]

/-- For positive definite `A` and Hermitian `B`, `det (A + iB) ≠ 0` and the modulus of
`π ^ n / det (A + iB)` is at most that of `π ^ n / det A`, with equality exactly when `B = 0`. -/
theorem gaussianClosedForm_suppressed {A B : Matrix n n ℂ} (hA : A.PosDef) (hB : B.IsHermitian) :
    (A + I • B).det ≠ 0 ∧ ‖gaussianClosedForm (A + I • B)‖ ≤ ‖gaussianClosedForm A‖ ∧
      (‖gaussianClosedForm (A + I • B)‖ = ‖gaussianClosedForm A‖ ↔ B = 0) := by
  obtain ⟨-, hpos, hle, heq⟩ := ostrowski_taussky hA hB
  have hA' : ‖A.det‖ = A.det.re := by
    simpa using (ostrowski_taussky hA isHermitian_zero).2.2.2.mpr rfl
  have hN : 0 < ‖(A + I • B).det‖ := hpos.trans_le hle
  have hp : 0 < ‖(Real.pi : ℂ) ^ Fintype.card n‖ :=
    norm_pos_iff.mpr (pow_ne_zero _ (Complex.ofReal_ne_zero.mpr Real.pi_ne_zero))
  simp only [gaussianClosedForm, norm_div, hA']
  refine ⟨norm_pos_iff.mp hN, div_le_div_of_nonneg_left hp.le hpos hle, ?_⟩
  rw [div_eq_div_iff hN.ne' hpos.ne', mul_right_inj' hp.ne']
  exact eq_comm.trans heq

/-- For the Hermitian matrices `A = σ_z` and `B = σ_x`, `det (A + iB) = 0` while
`|det A| = 1`. -/
theorem indefinite_counterexample :
    (!![1, 0; 0, -1] : Matrix (Fin 2) (Fin 2) ℂ).IsHermitian ∧
    (!![0, 1; 1, 0] : Matrix (Fin 2) (Fin 2) ℂ).IsHermitian ∧
    ((!![1, 0; 0, -1] : Matrix (Fin 2) (Fin 2) ℂ)
      + I • (!![0, 1; 1, 0] : Matrix (Fin 2) (Fin 2) ℂ)).det = 0 ∧
    ‖(!![1, 0; 0, -1] : Matrix (Fin 2) (Fin 2) ℂ).det‖ = 1 := by
  refine ⟨?_, ?_, ?_, ?_⟩
  · ext i j
    fin_cases i <;> fin_cases j <;> simp
  · ext i j
    fin_cases i <;> fin_cases j <;> simp
  · simp [Matrix.det_fin_two]
  · simp [Matrix.det_fin_two]

end

end OstrowskiTaussky
```

```lean
#print axioms OstrowskiTaussky.ostrowski_taussky
-- 'OstrowskiTaussky.ostrowski_taussky' depends on axioms: [propext, Classical.choice, Quot.sound]
#print axioms OstrowskiTaussky.det_hermPart_le
-- 'OstrowskiTaussky.det_hermPart_le' depends on axioms: [propext, Classical.choice, Quot.sound]
#print axioms OstrowskiTaussky.gaussianClosedForm_suppressed
-- 'OstrowskiTaussky.gaussianClosedForm_suppressed' depends on axioms: [propext, Classical.choice, Quot.sound]
#print axioms OstrowskiTaussky.indefinite_counterexample
-- 'OstrowskiTaussky.indefinite_counterexample' depends on axioms: [propext, Classical.choice, Quot.sound]
```

## From the spectral theorem to the product formula

`spectral_form` takes $U$ to be Mathlib's `hC.eigenvectorUnitary` and records only `U * Uᴴ = 1`, the one unitarity relation used later. The eigenvalues `hC.eigenvalues` are real numbers labelled by the index type, and their order plays no part.

In `det_one_add_I_smul` the `generalize` step replaces the eigenvalue function by an arbitrary real vector `d`. Without it, rewriting $C$ by its spectral form would also touch the $C$ on which the eigenvalues depend. The step `hD` is $\mathrm{diag}(1 + i d_j) = 1 + i\,\mathrm{diag}(d_j)$, checked entry by entry, `hconj` pulls $U$ and $U^\dagger$ out of the sum, and `hdet` is $\det U \det U^\dagger = 1$. The closing rewrite splits the determinant into three factors and cancels the outer two. `norm_sq_det_one_add_I_smul` then moves the modulus and the square inside the product and evaluates $|1 + i\lambda_j|^2 = 1 + \lambda_j^2$ for each factor.

## The product bound and its equality case

In `one_le_norm_det`, `hprod` states the bound for every subset `s` of indices, so that induction can add one index `a` at a time. The two hints given to `nlinarith` are the two inequalities of the displayed chain: the induction hypothesis multiplied by $1 + \lambda_a^2 \ge 0$, and $\lambda_a^2 S \ge 0$. For the full index set this becomes `hb`, $1 + \sum_j \lambda_j^2 \le |\det(1+iC)|^2$. The passage from the square to the modulus is by contradiction: a number in $[0,1)$ has a square below $1$. In the equality case `Finset.single_le_sum` bounds each $\lambda_i^2$ by the whole sum, which `hb` now bounds by zero, and the spectral form collapses to $C = 0$.

## The congruence $L^\dagger(1+iC)L$ in tactics

`whitening` first builds $L$. Positivity of the $a_j$ enters twice: in `hDD`, where $\sqrt{a_j}\sqrt{a_j} = a_j$ needs $a_j \ge 0$, and in $\det L \ne 0$, which needs $\sqrt{a_j} > 0$. It then offers `L⁻¹ᴴ * B * L⁻¹` as $C$, and the `calc` block inserts $L^{-1}L = 1$ on both sides of $B$ and regroups.

In `ostrowski_taussky` the two `rfl` patterns substitute $L^\dagger L$ for $A$ and $L^\dagger C L$ for $B$ throughout. The steps `hsum`, `hdetA` and `hnorm` are the last three identities displayed in the whitening argument, and `hp` is $|\det L|^2 > 0$. The inequality is `hle` multiplied by this positive number. For equality, `mul_left_cancel₀` removes $|\det L|^2$ and `heq` delivers $C = 0$. The converse puts $B = 0$ into `hnorm` and evaluates the modulus of the positive real number $|\det L|^2$.

## The Hermitian-part form, the quotient and the Pauli pair

`det_hermPart_le` verifies the split: `hB` shows that `(I / 2) • (Mᴴ - M)` is Hermitian, using $\overline{i/2} = -i/2$, and `hdec` checks $A + iB = M$ entrywise, with `linear_combination` supplying $i \cdot i = -1$. Because $i/2 \ne 0$, the condition $B = 0$ reduces to $M^\dagger - M = 0$.

`gaussianClosedForm_suppressed` obtains $|\det A| = \det A$ from the equality case of the main theorem at $B = 0$. It then compares two fractions with the same positive numerator $|\pi^N|$, and for equality it cross-multiplies and cancels that numerator. `indefinite_counterexample` checks Hermiticity on the four entries of each matrix and expands both determinants with `Matrix.det_fin_two`.
